# Regular polygons with all vertices in a lattice have 3, 4 or 6 sides

A symmetry finder for crystals periodic in all three dimensions that tries candidate rotation axes can limit their orders to 2, 3, 4 and 6. If a crystal is symmetric under a rotation by 2π/n, the same rotation about a parallel axis through a lattice point maps the lattice of translations to itself. It then carries any lattice point off that axis around a regular n-gon of lattice points. For n ≥ 3 such polygons are restricted as follows.

Let A be a real invertible d×d matrix, and let u and v be orthogonal vectors of equal nonzero length. If the points

c + cos(2πk/n) u + sin(2πk/n) v, k = 0, …, n−1

all lie in the lattice A ℤ^d, then n is 3, 4 or 6, for every d. An electronic-structure code for three-dimensional crystals can use this to limit the orders of the rotations it tries when reducing k-points by symmetry, provided that the crystal is exactly periodic.

## From integer coordinates to an integer cosine

Write θ = 2π/n and apply A⁻¹ to the vertices. Lattice coordinate i becomes

f(k) = a + b cos(kθ) + g sin(kθ),

where a, b and g are the i-th components of A⁻¹c, A⁻¹u and A⁻¹v. It is an integer for k = 0, …, n−1, hence by periodicity for every integer k. Since u ≠ 0 and A⁻¹ is injective, some i has b and g not both zero; fix that i.

With t = 2 cos θ, the addition formulas give

f(k+1) + f(k−1) − 2a = t (f(k) − a).

Subtracting this from the same equation at k+1 removes a. The integers w(k) = f(k+1) − f(k) therefore obey

w(k+1) + w(k−1) = t w(k).

They are not all zero. If f(−1) = f(0) = f(1), then

f(1) − f(−1) = 2g sin θ = 0
f(0) − (f(1) + f(−1))/2 = b (1 − cos θ) = 0,

and 0 < θ < π forces b = g = 0, a contradiction.

Now split t = ⌊t⌋ + s with 0 ≤ s < 1. The recurrence gives

s^(m+1) w(k) = s^m w(k+1) + s^m w(k−1) − ⌊t⌋ s^m w(k),

so by induction s^m w(k) is an integer for all m ≥ 0 and all k. If s > 0, choose k₀ with w(k₀) ≠ 0: then s^m w(k₀) is a nonzero integer for every m, yet smaller than 1 in magnitude for large m. Hence s = 0 and t is an integer.

For n = 5, π/3 < θ < π/2 gives 0 < t < 1. For n ≥ 7, 0 < θ < π/3 gives 1 < t < 2. Neither interval contains an integer, which leaves n = 3, 4, 6, with t = −1, 0, 1.

Conversely, when t is an integer, the vertices p(k) of a regular n-gon centred at the origin satisfy

p(k+2) = t p(k+1) − p(k),

so two neighbouring lattice vertices generate the rest. In ℤ³, suitable pairs are (1,−1,0), (0,1,−1) for the triangle, (1,0,0), (0,1,0) for the square and (1,−1,0), (1,0,−1) for the hexagon.

## The Lean file

```lean
import Mathlib

open Matrix
open scoped Real

namespace LatticePolygons

noncomputable section

variable {ι : Type*} [Fintype ι]

/-- The point `x` belongs to the lattice `A ℤ^d` spanned by the columns of `A`. -/
def IsLatticePoint (A : Matrix ι ι ℝ) (x : ι → ℝ) : Prop :=
  ∃ m : ι → ℤ, x = A *ᵥ (fun i => (m i : ℝ))

/-- The `k`-th of `n` points `c + cos(2πk/n) u + sin(2πk/n) v` around the centre `c`. -/
def vertex {ι : Type*} (n : ℕ) (c u v : ι → ℝ) (k : ℕ) : ι → ℝ :=
  c + Real.cos (2 * π * k / n) • u + Real.sin (2 * π * k / n) • v

/-- Some regular `n`-gon, spanned by orthogonal vectors of equal nonzero length, has all its
vertices in the lattice `A ℤ^d`. -/
def ContainsRegularPolygon (A : Matrix ι ι ℝ) (n : ℕ) : Prop :=
  ∃ c u v : ι → ℝ, u ≠ 0 ∧ u ⬝ᵥ v = 0 ∧ u ⬝ᵥ u = v ⬝ᵥ v ∧
    ∀ k : ℕ, k < n → IsLatticePoint A (vertex n c u v k)

/-- If a sequence of integers, not all zero, obeys `w (k+1) + w (k-1) = t w k`, then `t` is
an integer. -/
theorem integer_of_recurrence (t : ℝ) (w : ℤ → ℤ)
    (h : ∀ k, (w (k + 1) : ℝ) + (w (k - 1) : ℝ) = t * (w k : ℝ))
    (k₀ : ℤ) (h0 : w k₀ ≠ 0) : ∃ z : ℤ, t = z := by
  have hf := Int.self_sub_floor t
  -- multiplying by the fractional part of t never leaves the integers
  have key : ∀ m : ℕ, ∀ k : ℤ, ∃ a : ℤ, Int.fract t ^ m * (w k : ℝ) = a := by
    intro m
    induction m with
    | zero => intro k; exact ⟨w k, by simp⟩
    | succ m ih =>
      intro k
      obtain ⟨a, ha⟩ := ih (k + 1)
      obtain ⟨b, hb⟩ := ih (k - 1)
      obtain ⟨c, hc⟩ := ih k
      refine ⟨a + b - ⌊t⌋ * c, ?_⟩
      push_cast
      linear_combination (-(Int.fract t ^ m * (w k : ℝ))) * hf - Int.fract t ^ m * h k
        + ha + hb - (⌊t⌋ : ℝ) * hc
  rcases (Int.fract_nonneg t).eq_or_lt with hz | hpos
  · exact ⟨⌊t⌋, by linarith⟩
  · -- otherwise its powers produce a nonzero integer of magnitude below one
    have hw : 0 < |(w k₀ : ℝ)| := abs_pos.mpr (Int.cast_ne_zero.mpr h0)
    obtain ⟨m, hm⟩ := exists_pow_lt_of_lt_one (inv_pos.mpr hw) (Int.fract_lt_one t)
    obtain ⟨a, ha⟩ := key m k₀
    have hlt : |(a : ℝ)| < 1 := by
      rw [← ha, abs_mul, abs_of_pos (pow_pos hpos m)]
      calc Int.fract t ^ m * |(w k₀ : ℝ)| < |(w k₀ : ℝ)|⁻¹ * |(w k₀ : ℝ)| :=
            mul_lt_mul_of_pos_right hm hw
        _ = 1 := inv_mul_cancel₀ hw.ne'
    have ha0 : a = 0 := Int.abs_lt_one_iff.mp (by exact_mod_cast hlt)
    rw [ha0, Int.cast_zero] at ha
    exact absurd ha (mul_ne_zero (pow_pos hpos m).ne' (Int.cast_ne_zero.mpr h0))

/-- For `n ≥ 3`, the number `2 cos(2π/n)` is an integer only if `n` is 3, 4 or 6. -/
theorem order_of_two_cos_integer {n : ℕ} (hn : 3 ≤ n) (z : ℤ)
    (hz : 2 * Real.cos (2 * π / n) = z) : n = 3 ∨ n = 4 ∨ n = 6 := by
  have hpi := Real.pi_pos
  have hcases : (n = 3 ∨ n = 4 ∨ n = 6) ∨ n = 5 ∨ 7 ≤ n := by omega
  rcases hcases with h | h | h
  · exact h
  · have e : 2 * π / (n : ℝ) = 2 * π / 5 := by subst h; norm_num
    rw [e] at hz
    have h1 : Real.cos (2 * π / 5) < Real.cos (π / 3) :=
      Real.cos_lt_cos_of_nonneg_of_le_pi (by positivity) (by linarith) (by linarith)
    have h2 : 0 < Real.cos (2 * π / 5) :=
      Real.cos_pos_of_mem_Ioo ⟨by linarith, by linarith⟩
    rw [Real.cos_pi_div_three] at h1
    have h3 : (0 : ℝ) < z := by linarith
    have h4 : (z : ℝ) < 1 := by linarith
    have h5 : 0 < z := by exact_mod_cast h3
    have h6 : z < 1 := by exact_mod_cast h4
    omega
  · have hn7 : (7 : ℝ) ≤ n := by exact_mod_cast h
    have hn0 : (0 : ℝ) < n := by linarith
    have hpos : 0 < 2 * π / (n : ℝ) := by positivity
    have hlt : 2 * π / (n : ℝ) < π / 3 := by
      rw [div_lt_div_iff₀ hn0 (by norm_num)]
      nlinarith
    have h1 := Real.cos_lt_cos_of_nonneg_of_le_pi hpos.le (by linarith) hlt
    have h2 := Real.cos_lt_cos_of_nonneg_of_le_pi le_rfl (by linarith) hpos
    rw [Real.cos_pi_div_three] at h1
    rw [Real.cos_zero] at h2
    have h3 : (1 : ℝ) < z := by linarith
    have h4 : (z : ℝ) < 2 := by linarith
    have h5 : 1 < z := by exact_mod_cast h3
    have h6 : z < 2 := by exact_mod_cast h4
    omega

/-- If a constant plus a nonzero harmonic of period `n ≥ 3` takes integer values at all `n`
sites of a period, then `n` is 3, 4 or 6. -/
theorem integer_harmonic {n : ℕ} (hn : 3 ≤ n) {a b g : ℝ} (hbg : b ≠ 0 ∨ g ≠ 0)
    (h : ∀ k : ℕ, k < n → ∃ m : ℤ,
      a + Real.cos (2 * π * k / n) * b + Real.sin (2 * π * k / n) * g = m) :
    n = 3 ∨ n = 4 ∨ n = 6 := by
  have hpi := Real.pi_pos
  have hn3 : (3 : ℝ) ≤ n := by exact_mod_cast hn
  have hnp : (0 : ℝ) < n := by linarith
  have hn0 : (n : ℝ) ≠ 0 := hnp.ne'
  -- periodicity extends the values to all integers k
  have hall : ∀ k : ℤ, ∃ m : ℤ, a + Real.cos (k * (2 * π / n)) * b
      + Real.sin (k * (2 * π / n)) * g = m := by
    intro k
    have hnz : (0 : ℤ) < n := by omega
    obtain ⟨r, hr⟩ := Int.eq_ofNat_of_zero_le (Int.emod_nonneg k hnz.ne')
    have hlt := Int.emod_lt_of_pos k hnz
    have hdef := Int.emod_def k n
    rw [hr] at hlt hdef
    obtain ⟨m, hm⟩ := h r (by exact_mod_cast hlt)
    obtain ⟨q, hq⟩ : ∃ q : ℤ, k = r + n * q := ⟨k / n, by linarith⟩
    have hk : (k : ℝ) = r + n * q := by exact_mod_cast hq
    have ang : (k : ℝ) * (2 * π / n) = 2 * π * r / n + q * (2 * π) := by
      rw [hk]
      field_simp
    exact ⟨m, by rw [ang, Real.cos_add_int_mul_two_pi, Real.sin_add_int_mul_two_pi]; exact hm⟩
  choose f hf using hall
  have hpos : 0 < 2 * π / (n : ℝ) := by positivity
  have hlt : 2 * π / (n : ℝ) < π := by
    rw [div_lt_iff₀ hnp]
    nlinarith
  have hsin := Real.sin_pos_of_pos_of_lt_pi hpos hlt
  have hcos := Real.cos_lt_cos_of_nonneg_of_le_pi le_rfl hlt.le hpos
  rw [Real.cos_zero] at hcos
  have step : ∀ k : ℤ, (f (k + 1) : ℝ) + f (k - 1) - 2 * a
      = 2 * Real.cos (2 * π / n) * (f k - a) := by
    intro k
    have e1 : ((k + 1 : ℤ) : ℝ) * (2 * π / n) = k * (2 * π / n) + 2 * π / n := by
      push_cast; ring
    have e2 : ((k - 1 : ℤ) : ℝ) * (2 * π / n) = k * (2 * π / n) - 2 * π / n := by
      push_cast; ring
    rw [← hf (k + 1), ← hf (k - 1), ← hf k, e1, e2, Real.cos_add, Real.cos_sub,
      Real.sin_add, Real.sin_sub]
    ring
  -- the values are not all equal
  have hne : ∃ k, f (k + 1) - f k ≠ 0 := by
    by_contra hcon
    have hc : ∀ k, f (k + 1) = f k := by
      intro k
      by_contra hk
      exact hcon ⟨k, sub_ne_zero.mpr hk⟩
    have e1 : f 1 = f 0 := by simpa using hc 0
    have e2 : f 0 = f (-1) := by simpa using hc (-1)
    have h0 := hf 0
    have h1 := hf 1
    have h2 := hf (-1)
    rw [e1] at h1
    rw [← e2] at h2
    simp only [Int.cast_zero, Int.cast_one, Int.cast_neg, zero_mul, one_mul, neg_mul,
      Real.cos_zero, Real.sin_zero, Real.cos_neg, Real.sin_neg] at h0 h1 h2
    have hg : Real.sin (2 * π / n) * g = 0 := by linear_combination (h1 - h2) / 2
    have hb : (1 - Real.cos (2 * π / n)) * b = 0 := by
      linear_combination h0 - (h1 + h2) / 2
    rcases hbg with hb' | hg'
    · exact mul_ne_zero (sub_pos.mpr hcos).ne' hb' hb
    · exact mul_ne_zero hsin.ne' hg' hg
  obtain ⟨k₀, hk₀⟩ := hne
  obtain ⟨z, hz⟩ := integer_of_recurrence (2 * Real.cos (2 * π / n))
    (fun k => f (k + 1) - f k) (by
      intro k
      have s1 := step (k + 1)
      have s2 := step k
      rw [add_sub_cancel_right] at s1
      show ((f (k + 1 + 1) - f (k + 1) : ℤ) : ℝ) + ((f (k - 1 + 1) - f (k - 1) : ℤ) : ℝ)
        = 2 * Real.cos (2 * π / n) * ((f (k + 1) - f k : ℤ) : ℝ)
      rw [sub_add_cancel]
      push_cast
      linear_combination s1 - s2) k₀ hk₀
  exact order_of_two_cos_integer hn z hz

/-- If the `n ≥ 3` points `c + cos(2πk/n) u + sin(2πk/n) v`, with `u` and `v` not both zero,
all lie in a lattice of any dimension, then `n` is 3, 4 or 6. -/
theorem affine_polygon_restriction [DecidableEq ι] {A : Matrix ι ι ℝ} (hA : IsUnit A.det)
    {n : ℕ} (hn : 3 ≤ n) {c u v : ι → ℝ} (huv : u ≠ 0 ∨ v ≠ 0)
    (h : ∀ k : ℕ, k < n → IsLatticePoint A (vertex n c u v k)) :
    n = 3 ∨ n = 4 ∨ n = 6 := by
  have inj : ∀ x : ι → ℝ, A⁻¹ *ᵥ x = 0 → x = 0 := by
    intro x hx
    calc x = A *ᵥ (A⁻¹ *ᵥ x) := by
          rw [Matrix.mulVec_mulVec, Matrix.mul_nonsing_inv A hA, Matrix.one_mulVec]
      _ = 0 := by rw [hx, Matrix.mulVec_zero]
  -- some lattice coordinate varies around the polygon
  have hex : ∃ i, (A⁻¹ *ᵥ u) i ≠ 0 ∨ (A⁻¹ *ᵥ v) i ≠ 0 := by
    by_contra hcon
    have hu : u = 0 := inj u (funext fun i => by
      by_contra hi
      exact hcon ⟨i, Or.inl hi⟩)
    have hv : v = 0 := inj v (funext fun i => by
      by_contra hi
      exact hcon ⟨i, Or.inr hi⟩)
    rcases huv with h' | h'
    · exact h' hu
    · exact h' hv
  obtain ⟨i, hi⟩ := hex
  refine integer_harmonic hn (a := (A⁻¹ *ᵥ c) i) hi fun k hk => ?_
  obtain ⟨m, hm⟩ := h k hk
  refine ⟨m i, ?_⟩
  have e := congrFun (congrArg (fun x => A⁻¹ *ᵥ x) hm) i
  simp only [vertex, Matrix.mulVec_add, Matrix.mulVec_smul, Matrix.mulVec_mulVec,
    Matrix.nonsing_inv_mul A hA, Matrix.one_mulVec, Pi.add_apply, Pi.smul_apply,
    smul_eq_mul] at e
  exact e

/-- A regular `n`-gon, `n ≥ 3`, with all vertices in a lattice of any dimension is a triangle,
a square or a hexagon. -/
theorem regular_polygon_restriction [DecidableEq ι] {A : Matrix ι ι ℝ} (hA : IsUnit A.det)
    {n : ℕ} (hn : 3 ≤ n) (h : ContainsRegularPolygon A n) : n = 3 ∨ n = 4 ∨ n = 6 := by
  obtain ⟨c, u, v, hu, -, -, hk⟩ := h
  exact affine_polygon_restriction hA hn (Or.inl hu) hk

/-- If `2 cos(2π/n)` is an integer and the points `cos(2πk/n) u + sin(2πk/n) v` with `k = 0` and `k
= 1` are lattice points, then so are those for every natural number `k`. -/
theorem polygon_of_two_vertices (A : Matrix ι ι ℝ) {n : ℕ} {u v : ι → ℝ} (z : ℤ)
    (hz : 2 * Real.cos (2 * π / n) = z) (h0 : IsLatticePoint A u)
    (h1 : IsLatticePoint A (vertex n 0 u v 1)) (k : ℕ) :
    IsLatticePoint A (vertex n 0 u v k) := by
  have key : ∀ k : ℕ, IsLatticePoint A (vertex n 0 u v k) ∧
      IsLatticePoint A (vertex n 0 u v (k + 1)) := by
    intro k
    induction k with
    | zero => exact ⟨by simpa [vertex] using h0, h1⟩
    | succ k ih =>
      obtain ⟨⟨a, ha⟩, ⟨b, hb⟩⟩ := ih
      refine ⟨⟨b, hb⟩, ⟨fun i => z * b i - a i, ?_⟩⟩
      -- each vertex is an integer combination of the two before it
      have e : vertex n 0 u v (k + 1 + 1)
          = (z : ℝ) • vertex n 0 u v (k + 1) - vertex n 0 u v k := by
        have e1 : 2 * π * ((k + 1 + 1 : ℕ) : ℝ) / n
            = 2 * π * ((k + 1 : ℕ) : ℝ) / n + 2 * π / n := by push_cast; ring
        have e2 : 2 * π * (k : ℝ) / n
            = 2 * π * ((k + 1 : ℕ) : ℝ) / n - 2 * π / n := by push_cast; ring
        ext i
        simp only [vertex, Pi.add_apply, Pi.sub_apply, Pi.smul_apply, Pi.zero_apply,
          smul_eq_mul]
        rw [e1, e2, ← hz, Real.cos_add, Real.cos_sub, Real.sin_add, Real.sin_sub]
        ring
      rw [e, ha, hb, ← Matrix.mulVec_smul, ← Matrix.mulVec_sub]
      congr 1
      ext i
      simp
  exact (key k).1

/-- For `n ≥ 3`, the simple cubic lattice `ℤ³` contains a regular `n`-gon exactly when `n` is
3, 4 or 6. -/
theorem simple_cubic_iff {n : ℕ} (hn : 3 ≤ n) :
    ContainsRegularPolygon (1 : Matrix (Fin 3) (Fin 3) ℝ) n ↔ n = 3 ∨ n = 4 ∨ n = 6 := by
  refine ⟨regular_polygon_restriction (by simp) hn, ?_⟩
  have h3 : √3 * √3 = (3 : ℝ) := Real.mul_self_sqrt (by norm_num)
  -- triangle and hexagon share one frame in the plane x + y + z = 0
  have hu : (![1, -1, 0] : Fin 3 → ℝ) ≠ 0 := by
    intro h
    have := congrFun h 0
    simp at this
  have horth : (![1, -1, 0] : Fin 3 → ℝ) ⬝ᵥ ![√3 / 3, √3 / 3, -2 * √3 / 3] = 0 := by
    rw [dotProduct, Fin.sum_univ_three]
    show (1 : ℝ) * (√3 / 3) + (-1) * (√3 / 3) + 0 * (-2 * √3 / 3) = 0
    ring
  have hlen : (![1, -1, 0] : Fin 3 → ℝ) ⬝ᵥ ![1, -1, 0]
      = ![√3 / 3, √3 / 3, -2 * √3 / 3] ⬝ᵥ ![√3 / 3, √3 / 3, -2 * √3 / 3] := by
    rw [dotProduct, dotProduct, Fin.sum_univ_three, Fin.sum_univ_three]
    show (1 : ℝ) * 1 + (-1) * (-1) + 0 * 0 = √3 / 3 * (√3 / 3) + √3 / 3 * (√3 / 3)
      + -2 * √3 / 3 * (-2 * √3 / 3)
    linear_combination (-(2 / 3) : ℝ) * h3
  have hu0 : IsLatticePoint (1 : Matrix (Fin 3) (Fin 3) ℝ) ![1, -1, 0] := by
    refine ⟨![1, -1, 0], ?_⟩
    rw [Matrix.one_mulVec]
    ext i
    fin_cases i <;> simp
  rintro (rfl | rfl | rfl)
  · have e : 2 * π / ((3 : ℕ) : ℝ) = π - π / 3 := by push_cast; ring
    have hc : Real.cos (2 * π / ((3 : ℕ) : ℝ)) = -1 / 2 := by
      rw [e, Real.cos_pi_sub, Real.cos_pi_div_three]; norm_num
    have hs : Real.sin (2 * π / ((3 : ℕ) : ℝ)) = √3 / 2 := by
      rw [e, Real.sin_pi_sub, Real.sin_pi_div_three]
    refine ⟨0, _, _, hu, horth, hlen, fun k _ =>
      polygon_of_two_vertices 1 (-1) (by rw [hc]; norm_num) hu0 ⟨![0, 1, -1], ?_⟩ k⟩
    rw [Matrix.one_mulVec]
    simp only [vertex, Nat.cast_one, mul_one, hc, hs]
    ext i
    fin_cases i
    · show (0 : ℝ) + -1 / 2 * 1 + √3 / 2 * (√3 / 3) = ((0 : ℤ) : ℝ)
      push_cast
      linear_combination (1 / 6 : ℝ) * h3
    · show (0 : ℝ) + -1 / 2 * (-1) + √3 / 2 * (√3 / 3) = ((1 : ℤ) : ℝ)
      push_cast
      linear_combination (1 / 6 : ℝ) * h3
    · show (0 : ℝ) + -1 / 2 * 0 + √3 / 2 * (-2 * √3 / 3) = ((-1 : ℤ) : ℝ)
      push_cast
      linear_combination (-(1 / 3) : ℝ) * h3
  · have e : 2 * π / ((4 : ℕ) : ℝ) = π / 2 := by push_cast; ring
    refine ⟨0, ![1, 0, 0], ![0, 1, 0], ?_, ?_, ?_, fun k _ =>
      polygon_of_two_vertices 1 0 (by rw [e, Real.cos_pi_div_two]; norm_num)
        ⟨![1, 0, 0], ?_⟩ ⟨![0, 1, 0], ?_⟩ k⟩
    · intro h
      have := congrFun h 0
      simp at this
    · simp [dotProduct, Fin.sum_univ_three]
    · simp [dotProduct, Fin.sum_univ_three]
    · rw [Matrix.one_mulVec]
      ext i
      fin_cases i <;> simp
    · rw [Matrix.one_mulVec]
      simp only [vertex, Nat.cast_one, mul_one, e, Real.cos_pi_div_two, Real.sin_pi_div_two]
      ext i
      fin_cases i <;> simp
  · have e : 2 * π / ((6 : ℕ) : ℝ) = π / 3 := by push_cast; ring
    refine ⟨0, _, _, hu, horth, hlen, fun k _ =>
      polygon_of_two_vertices 1 1 (by rw [e, Real.cos_pi_div_three]; norm_num) hu0
        ⟨![1, 0, -1], ?_⟩ k⟩
    rw [Matrix.one_mulVec]
    simp only [vertex, Nat.cast_one, mul_one, e, Real.cos_pi_div_three,
      Real.sin_pi_div_three]
    ext i
    fin_cases i
    · show (0 : ℝ) + 1 / 2 * 1 + √3 / 2 * (√3 / 3) = ((1 : ℤ) : ℝ)
      push_cast
      linear_combination (1 / 6 : ℝ) * h3
    · show (0 : ℝ) + 1 / 2 * (-1) + √3 / 2 * (√3 / 3) = ((0 : ℤ) : ℝ)
      push_cast
      linear_combination (1 / 6 : ℝ) * h3
    · show (0 : ℝ) + 1 / 2 * 0 + √3 / 2 * (-2 * √3 / 3) = ((-1 : ℤ) : ℝ)
      push_cast
      linear_combination (-(1 / 3) : ℝ) * h3

end

end LatticePolygons
```

```lean
#print axioms LatticePolygons.regular_polygon_restriction
#print axioms LatticePolygons.simple_cubic_iff
```

```
'LatticePolygons.regular_polygon_restriction' depends on axioms: [propext, Classical.choice, Quot.sound]
'LatticePolygons.simple_cubic_iff' depends on axioms: [propext, Classical.choice, Quot.sound]
```

## What the theorems cover, and where a code needs care

`IsLatticePoint A x` says that x = A m for an integer vector m, so the basis vectors are the columns of `A`; a code that stores them as rows must transpose. The index type `ι` has d elements, and `IsUnit A.det` means det A ≠ 0. `ContainsRegularPolygon` uses the Euclidean dot product and leaves the centre c free.

`integer_of_recurrence` is the fractional-part argument, by induction on m. `order_of_two_cos_integer` does the cosine estimates, and `integer_harmonic` builds f and w, with `linear_combination` checking the algebra. `affine_polygon_restriction` selects the coordinate i. It needs only that u and v are not both zero, so it also covers affinely distorted polygons; `regular_polygon_restriction` is the regular case. `polygon_of_two_vertices` supplies the converse used in `simple_cubic_iff`.

For d = 1 and the lattice ℤ, the affine theorem concerns one sampled harmonic: cos(2πk/4) takes the integer values 1, 0, −1, 0, while no nonzero harmonic plus a constant is an integer at all five points for n = 5.

The theorems concern polygons, and the passage from rotations to polygons is the geometric argument in the opening paragraph. In higher dimensions a lattice symmetry may turn several planes at once: cyclic permutation of the coordinates of ℤ⁵ has order 5. The restriction applies to lattice points, not to atoms within a cell, which may form a regular pentagon. It is also exact: a test with a finite tolerance can accept a nearly regular pentagon of lattice points.
